# Three Hermitian 2×2 matrices with Tr exp(A+B+C) > Tr(exp A exp B exp C)

Take a single spin ½ and three spin components of equal strength $t$, pointing at 0, 120 and 240 degrees in the $xz$ plane:

$$A=t\,\sigma_z,\qquad B=t\left(-\tfrac12\sigma_z+\tfrac{\sqrt3}{2}\sigma_x\right),\qquad C=t\left(-\tfrac12\sigma_z-\tfrac{\sqrt3}{2}\sigma_x\right).$$

They add up to zero, so $\mathrm{Tr}\,e^{A+B+C}=\mathrm{Tr}\,1=2$. Now choose $t$ with $\cosh t=\sqrt3$ and $\sinh t=\sqrt2$. Then

$$e^A=\begin{pmatrix}\sqrt3+\sqrt2&0\\0&\sqrt3-\sqrt2\end{pmatrix},\qquad e^Be^C=\begin{pmatrix}2-\sqrt6&\sqrt3\\-\sqrt3&2+\sqrt6\end{pmatrix},$$

and the trace of the product is $(\sqrt3+\sqrt2)(2-\sqrt6)+(\sqrt3-\sqrt2)(2+\sqrt6)=0$. The fields cancel in the sum but not in the ordered product.

For two Hermitian matrices, the Golden-Thompson inequality says $\mathrm{Tr}\,e^{A+B}\le\mathrm{Tr}(e^Ae^B)$. That inequality is background here and is not proved below; what is proved is that its direct extension to three matrices fails. In simulation terms, the one-slice Trotter partition function of a Hamiltonian split into two Hermitian parts is an upper bound on the exact one, whereas for this single spin, split into three non-commuting parts, it can lie below the exact value.

```lean
import Mathlib

open Matrix NormedSpace

namespace ThreeMatrixGoldenThompson

noncomputable section
```

## Real strengths and directions give Hermitian matrices

Physically, $A$, $B$ and $C$ stand for $-\beta$ times three pieces of a Hamiltonian, with $\beta$ the inverse temperature. Each piece is taken to be an observable, hence Hermitian. For a real angle $\varphi$, write

$$N_\varphi=\cos\varphi\,\sigma_z+\sin\varphi\,\sigma_x .$$

In Lean this is `spinAxis φ`, and `planarField t φ` is $tN_\varphi$. Both are complex 2×2 matrices, with rows and columns indexed by `Fin 2`. The types `t φ : ℝ` carry the assumption that strength and angle are real. The matrices are Pauli matrices, with eigenvalues $\pm1$, so any factor $\hbar/2$ is absorbed in $t$.

```lean
/-- The Pauli matrix `σ_z`. -/
def pauliZ : Matrix (Fin 2) (Fin 2) ℂ := !![1, 0; 0, -1]

/-- The Pauli matrix `σ_x`. -/
def pauliX : Matrix (Fin 2) (Fin 2) ℂ := !![0, 1; 1, 0]

/-- The spin component `cos φ σ_z + sin φ σ_x` along a direction in the `xz` plane. -/
def spinAxis (φ : ℝ) : Matrix (Fin 2) (Fin 2) ℂ :=
  (Real.cos φ : ℂ) • pauliZ + (Real.sin φ : ℂ) • pauliX

/-- The matrix `t (cos φ σ_z + sin φ σ_x)`: a spin component scaled by a strength `t`. -/
def planarField (t φ : ℝ) : Matrix (Fin 2) (Fin 2) ℂ := (t : ℂ) • spinAxis φ
```

By hand, Hermiticity is read off from the entries: $tN_\varphi$ is real and symmetric. The proof does the same, replacing the cosine and sine by arbitrary real numbers and checking the four entries.

```lean
/-- The matrix `t (cos φ σ_z + sin φ σ_x)` is Hermitian. -/
theorem planarField_isHermitian (t φ : ℝ) : (planarField t φ).IsHermitian := by
  unfold planarField spinAxis pauliZ pauliX
  generalize Real.cos φ = x
  generalize Real.sin φ = y
  apply Matrix.IsHermitian.ext
  intro i j
  fin_cases i <;> fin_cases j <;> simp
```

The trace formulas below don't call on this lemma. It is needed at the end, where a bound is refuted within the class of Hermitian matrices. Without Hermiticity, even two matrices can violate the inequality: for $A=i\frac{\pi}{2}\sigma_z$ and $B=ix\sigma_x$ with $x^2=4\pi^2-\pi^2/4$, one finds $\mathrm{Tr}\,e^{A+B}=2$ and $\mathrm{Tr}(e^Ae^B)=0$.

## A unit direction gives eigenvalues ±t

The direction $(\cos\varphi,\sin\varphi)$ has length one, so $t$ alone measures the strength of the field. Put $c=\cos(\varphi/2)$ and $s=\sin(\varphi/2)$, and let

$$U=\begin{pmatrix}c&-s\\s&c\end{pmatrix},\qquad U^{-1}=\begin{pmatrix}c&s\\-s&c\end{pmatrix}.$$

Since $c^2-s^2=\cos\varphi$ and $2sc=\sin\varphi$, multiplication gives $U\sigma_zU^{-1}=N_\varphi$. Hence, for any numbers $p$ and $q$,

$$U\begin{pmatrix}p+q&0\\0&p-q\end{pmatrix}U^{-1}=p\,1+q\,N_\varphi .$$

With $p=0$, $q=t$ this diagonalises the field. Exponentiating the diagonal entries gives $e^{t}$ and $e^{-t}$, which are $p\pm q$ for $p=\cosh t$, $q=\sinh t$. The same identity, read a second time, yields

$$e^{tN_\varphi}=\cosh t\,1+\sinh t\,N_\varphi .$$

The proof follows this route. `hC` and `hS` are the double-angle formulas, `h1` is $c^2+s^2=1$, and `hconj` is the identity with general $p$ and $q$. `Matrix.exp_units_conj` moves the exponential through the conjugation by $U$, `Matrix.exp_diagonal` reduces it to the diagonal, and `hE` evaluates the two entries. `NormedSpace.exp` is the true matrix exponential, not an entrywise one. If the direction had length $r>0$ instead of one, the eigenvalues would be $\pm rt$ and the formula would change accordingly.

```lean
/-- The exponential of a planar spin matrix in closed form:
`exp (t n·σ) = cosh t + sinh t n·σ`. -/
theorem exp_planarField (t φ : ℝ) :
    NormedSpace.exp (planarField t φ) =
      (Real.cosh t : ℂ) • (1 : Matrix (Fin 2) (Fin 2) ℂ) + (Real.sinh t : ℂ) • spinAxis φ := by
  -- half-angle cosine and sine
  obtain ⟨c, hc⟩ : ∃ c : ℝ, c = Real.cos (φ / 2) := ⟨_, rfl⟩
  obtain ⟨s, hs⟩ : ∃ s : ℝ, s = Real.sin (φ / 2) := ⟨_, rfl⟩
  have hC : Real.cos φ = c ^ 2 - s ^ 2 := by
    have h := Real.cos_add (φ / 2) (φ / 2)
    rw [add_halves, ← hc, ← hs] at h
    linear_combination h
  have hS : Real.sin φ = 2 * s * c := by
    have h := Real.sin_add (φ / 2) (φ / 2)
    rw [add_halves, ← hc, ← hs] at h
    linear_combination h
  have h1 : (c : ℂ) ^ 2 + (s : ℂ) ^ 2 = 1 := by
    have h : c ^ 2 + s ^ 2 = 1 := by
      rw [hc, hs]
      exact Real.cos_sq_add_sin_sq _
    exact_mod_cast h
  have hU : !![(c : ℂ), -s; s, c] * !![(c : ℂ), s; -s, c] = 1 := by
    ext i j
    fin_cases i <;> fin_cases j <;> simp [Matrix.mul_apply, Fin.sum_univ_two] <;> grind
  -- the rotation by the half angle diagonalises the spin component
  let U : (Matrix (Fin 2) (Fin 2) ℂ)ˣ :=
    ⟨!![(c : ℂ), -s; s, c], !![(c : ℂ), s; -s, c], hU, mul_eq_one_comm.mp hU⟩
  have hconj : ∀ p q : ℂ, (U : Matrix (Fin 2) (Fin 2) ℂ) * Matrix.diagonal ![p + q, p - q] *
      ((U⁻¹ : (Matrix (Fin 2) (Fin 2) ℂ)ˣ) : Matrix (Fin 2) (Fin 2) ℂ) =
      p • (1 : Matrix (Fin 2) (Fin 2) ℂ) + q • spinAxis φ := by
    intro p q
    change !![(c : ℂ), -s; s, c] * Matrix.diagonal ![p + q, p - q] * !![(c : ℂ), s; -s, c] = _
    unfold spinAxis pauliZ pauliX
    have hD : Matrix.diagonal ![p + q, p - q] = !![p + q, 0; 0, p - q] := by
      ext i j
      fin_cases i <;> fin_cases j <;> simp
    rw [hC, hS, hD, Matrix.mul_fin_two, Matrix.mul_fin_two]
    ext i j
    fin_cases i <;> fin_cases j <;> simp <;> grind
  -- the exponential of a vector of numbers acts entry by entry
  have hpi : ∀ (v : Fin 2 → ℂ) (i : Fin 2), NormedSpace.exp v i = NormedSpace.exp (v i) :=
    fun v i => NormedSpace.map_exp (Pi.evalRingHom (fun _ : Fin 2 => ℂ) i) (continuous_apply i) v
  have hE : NormedSpace.exp ![(t : ℂ), -(t : ℂ)] =
      ![(Real.cosh t : ℂ) + (Real.sinh t : ℂ), (Real.cosh t : ℂ) - (Real.sinh t : ℂ)] := by
    ext i
    rw [hpi, ← Complex.exp_eq_exp_ℂ]
    fin_cases i
    · change Complex.exp (t : ℂ) = (Real.cosh t : ℂ) + (Real.sinh t : ℂ)
      rw [Complex.ofReal_cosh, Complex.ofReal_sinh, Complex.cosh_add_sinh]
    · change Complex.exp (-(t : ℂ)) = (Real.cosh t : ℂ) - (Real.sinh t : ℂ)
      rw [Complex.ofReal_cosh, Complex.ofReal_sinh, Complex.cosh_sub_sinh]
  have h0 := hconj 0 t
  simp only [zero_add, zero_sub, zero_smul] at h0
  unfold planarField
  rw [← h0, Matrix.exp_units_conj, Matrix.exp_diagonal, hE, hconj]
```

## Coplanar axes remove the cubic term from the trace

All three fields lie in one plane, so there is no $\sigma_y$ component. Let the angles be $a,b,c$; from here on $c$ is an angle and no longer the half-angle cosine. Expanding the product of exponentials gives

$$\begin{aligned}&\cosh^3t\;1+\cosh^2t\,\sinh t\,(N_a+N_b+N_c)\\&+\cosh t\,\sinh^2t\,(N_aN_b+N_bN_c+N_aN_c)+\sinh^3t\,N_aN_bN_c .\end{aligned}$$

Each $N$ is traceless. With $J=\sigma_z\sigma_x=-\sigma_x\sigma_z$ and $\sigma_z^2=\sigma_x^2=1$,

$$N_aN_b=\cos(a-b)\,1+\sin(b-a)\,J,$$

and $J$ is antisymmetric, so $\mathrm{Tr}(N_aN_b)=2\cos(a-b)$. In the cubic term, $\mathrm{Tr}\,N_c=0$, and $\mathrm{Tr}(JN_c)=0$ because $J$ is antisymmetric and $N_c$ symmetric. What remains is

$$2\cosh^3t+2\cosh t\,\sinh^2t\,[\cos(a-b)+\cos(b-c)+\cos(a-c)].$$

The theorem states this for any three angles. Its right-hand side is a real number cast into ℂ, so the statement also says that the trace is real. The proof inserts the closed form three times, writes the trace as a sum of entries, and leaves the cancellations to `ring`.

```lean
/-- The trace of a product of three exponentials of equal strength, for any three directions
in the `xz` plane, in terms of the angles between them. -/
theorem trace_exp_mul_exp_mul_exp (t a b c : ℝ) :
    Matrix.trace (NormedSpace.exp (planarField t a) * NormedSpace.exp (planarField t b) *
      NormedSpace.exp (planarField t c)) =
    ((2 * Real.cosh t ^ 3 + 2 * Real.cosh t * Real.sinh t ^ 2 *
      (Real.cos (a - b) + Real.cos (b - c) + Real.cos (a - c)) : ℝ) : ℂ) := by
  rw [exp_planarField, exp_planarField, exp_planarField]
  simp only [Real.cos_sub]
  unfold spinAxis pauliZ pauliX
  simp [Matrix.trace_fin_two, Matrix.mul_apply, Fin.sum_univ_two]
  ring
```

For axes that don't share a plane and $t\neq0$, the cubic term contributes a nonzero imaginary part proportional to the triple product of the three directions, so the trace is no longer real.

## At 120 degrees the fields cancel

Equal strengths at equal angular spacing make the total Hamiltonian vanish while none of its pieces does, if $t\neq0$. The derivation uses this spacing twice: once for the sum and once for the product.

The two cosines needed are both $-\tfrac12$.

```lean
/-- The cosine of 120 degrees. -/
private theorem cos_third : Real.cos (2 * Real.pi / 3) = -(1 / 2) := by
  rw [show 2 * Real.pi / 3 = Real.pi - Real.pi / 3 by ring, Real.cos_pi_sub,
    Real.cos_pi_div_three]

/-- The cosine of 240 degrees. -/
private theorem cos_two_thirds : Real.cos (4 * Real.pi / 3) = -(1 / 2) := by
  rw [show 4 * Real.pi / 3 = Real.pi / 3 + Real.pi by ring, Real.cos_add_pi,
    Real.cos_pi_div_three]
```

For the sum, the coefficients of $\sigma_z$ are $1-\tfrac12-\tfrac12=0$, and those of $\sigma_x$ are $0+\tfrac{\sqrt3}{2}-\tfrac{\sqrt3}{2}=0$. Lean uses the two cosines just proved and, in place of the values of the sines, the fact that they are opposite, which `hs1` and `hs2` supply; `module` then collects the coefficients.

```lean
/-- Three planar spin matrices of equal strength at 120 degrees to each other sum to zero. -/
theorem planarField_sum_eq_zero (t : ℝ) :
    planarField t 0 + planarField t (2 * Real.pi / 3) + planarField t (4 * Real.pi / 3) = 0 := by
  have hs1 : Real.sin (2 * Real.pi / 3) = Real.sin (Real.pi / 3) := by
    rw [show 2 * Real.pi / 3 = Real.pi - Real.pi / 3 by ring, Real.sin_pi_sub]
  have hs2 : Real.sin (4 * Real.pi / 3) = -Real.sin (Real.pi / 3) := by
    rw [show 4 * Real.pi / 3 = Real.pi / 3 + Real.pi by ring, Real.sin_add_pi]
  unfold planarField spinAxis
  rw [Real.cos_zero, Real.sin_zero, cos_third, cos_two_thirds, hs1, hs2]
  push_cast
  module
```

The exponential of the zero matrix is the identity, whose trace is 2.

```lean
/-- For the three matrices at 120 degrees, `Tr exp(A + B + C) = 2` at every strength. -/
theorem trace_exp_sum (t : ℝ) :
    Matrix.trace (NormedSpace.exp (planarField t 0 + planarField t (2 * Real.pi / 3) +
      planarField t (4 * Real.pi / 3))) = 2 := by
  rw [planarField_sum_eq_zero, NormedSpace.exp_zero, Matrix.trace_one]
  simp
```

For the product, all three angle differences have cosine $-\tfrac12$, with sum $-\tfrac32$. Using $\sinh^2t=\cosh^2t-1$,

$$2\cosh^3t-3\cosh t(\cosh^2t-1)=\cosh t\,(3-\cosh^2t).$$

The proof substitutes the cosines into the general trace formula, rewrites `Real.sinh_sq`, and finishes with `ring`.

```lean
/-- For the three matrices at 120 degrees,
`Tr(exp A exp B exp C) = cosh t (3 - cosh² t)`. -/
theorem trace_exp_product (t : ℝ) :
    Matrix.trace (NormedSpace.exp (planarField t 0) *
      NormedSpace.exp (planarField t (2 * Real.pi / 3)) *
      NormedSpace.exp (planarField t (4 * Real.pi / 3))) =
    ((Real.cosh t * (3 - Real.cosh t ^ 2) : ℝ) : ℂ) := by
  have e : 2 * Real.pi / 3 - 4 * Real.pi / 3 = -(2 * Real.pi / 3) := by ring
  rw [trace_exp_mul_exp_mul_exp]
  congr 1
  simp only [zero_sub, e, Real.cos_neg, cos_third, cos_two_thirds]
  rw [Real.sinh_sq]
  ring
```

With other angles the sum is in general not zero, and the comparison changes. If all three axes coincide, for example, the matrices commute and both traces equal $2\cosh 3t$.

## Nonzero strength makes the inequality strict

The hypothesis `ht : t ≠ 0` says that the fields are actually switched on. By hand it enters through $\cosh t>1$, which makes the gap positive:

$$2-\cosh t\,(3-\cosh^2t)=(\cosh t-1)^2(\cosh t+2)>0 .$$

In the proof, `Real.one_lt_cosh` turns `ht` into $1<\cosh t$, `hgap` is the positive factored gap, and `nlinarith` matches it with the inequality. The theorem joins three statements: the value of the first trace, the value of the second as a complex number, and the inequality between real numbers. The sign of $t$ doesn't matter.

```lean
/-- The three-matrix counter-example: at nonzero strength, `Tr exp(A + B + C) = 2`, whereas
`Tr(exp A exp B exp C) = cosh t (3 - cosh² t)` is strictly less than 2. -/
theorem three_matrix_counterexample (t : ℝ) (ht : t ≠ 0) :
    Matrix.trace (NormedSpace.exp (planarField t 0 + planarField t (2 * Real.pi / 3) +
      planarField t (4 * Real.pi / 3))) = 2 ∧
    Matrix.trace (NormedSpace.exp (planarField t 0) *
      NormedSpace.exp (planarField t (2 * Real.pi / 3)) *
      NormedSpace.exp (planarField t (4 * Real.pi / 3))) =
      ((Real.cosh t * (3 - Real.cosh t ^ 2) : ℝ) : ℂ) ∧
    Real.cosh t * (3 - Real.cosh t ^ 2) < 2 := by
  refine ⟨trace_exp_sum t, trace_exp_product t, ?_⟩
  have h : 1 < Real.cosh t := Real.one_lt_cosh.mpr ht
  -- the gap is (cosh t - 1)² (cosh t + 2)
  have hgap : 0 < (Real.cosh t - 1) ^ 2 * (Real.cosh t + 2) :=
    mul_pos (pow_pos (sub_pos.mpr h) 2) (by linarith)
  nlinarith [hgap]
```

At $t=0$ both traces equal 2 and the strict inequality fails. Near this limit the gap is $\tfrac34t^4$ to leading order, so weak fields violate the three-matrix inequality only slightly.

## One constant for all Hermitian triples

A weaker hope would be a bound with a prefactor, $\mathrm{Tr}\,e^{A+B+C}\le K\,|\mathrm{Tr}(e^Ae^Be^C)|$, where $K$ is a fixed number that serves every Hermitian triple. Physically, $K$ would be a universal limit on how far the one-slice product can underestimate the partition function.

The opening example rules this out. Set $t=\ln(\sqrt3+\sqrt2)$. Since $(\sqrt3+\sqrt2)(\sqrt3-\sqrt2)=1$, we have $e^{-t}=\sqrt3-\sqrt2$ and therefore $\cosh t=\sqrt3$. The product trace is $\sqrt3\,(3-3)=0$, and the bound would read $2\le K\cdot0$.

In Lean, `‖·‖` is the modulus of the complex trace. It gives a real number to compare with even when the trace of a product of three Hermitian exponentials is not real. On the left, `.re` takes the real part of a trace that is already real for Hermitian matrices. The proof assumes that such a `K` exists, constructs `t` from the logarithm, and applies the assumed bound `hK` to the three fields. This is where `planarField_isHermitian` is used. The two trace theorems then reduce the bound to a false numerical inequality.

Letting $K$ depend on the triple would not rescue the bound: for the triple used here the product trace is zero, so no $K$ works even for that triple alone. For a single triple with nonzero product trace, a large enough $K$ always exists, and for commuting Hermitian matrices $K=1$ suffices. The theorem concerns 2×2 matrices and this particular product of three exponentials; it doesn't address symmetrised splittings or products with many slices.

```lean
/-- No constant `K` makes `Tr exp(A + B + C) ≤ K |Tr(exp A exp B exp C)|` true for all
Hermitian 2 by 2 matrices. -/
theorem no_three_matrix_bound :
    ¬ ∃ K : ℝ, ∀ A B C : Matrix (Fin 2) (Fin 2) ℂ,
      A.IsHermitian → B.IsHermitian → C.IsHermitian →
      (Matrix.trace (NormedSpace.exp (A + B + C))).re ≤
        K * ‖Matrix.trace (NormedSpace.exp A * NormedSpace.exp B * NormedSpace.exp C)‖ := by
  rintro ⟨K, hK⟩
  have h3 : √(3 : ℝ) ^ 2 = 3 := Real.sq_sqrt (by norm_num)
  have h2 : √(2 : ℝ) ^ 2 = 2 := Real.sq_sqrt (by norm_num)
  -- at cosh t = √3 the trace of the product vanishes
  obtain ⟨t, ht⟩ : ∃ t : ℝ, Real.cosh t = √3 := by
    have hpos : 0 < √(3 : ℝ) + √2 := by positivity
    have hinv : (√(3 : ℝ) + √2)⁻¹ = √3 - √2 :=
      inv_eq_of_mul_eq_one_right (by linear_combination h3 - h2)
    refine ⟨Real.log (√3 + √2), ?_⟩
    rw [Real.cosh_eq, Real.exp_neg, Real.exp_log hpos, hinv]
    ring
  have h := hK _ _ _ (planarField_isHermitian t 0)
    (planarField_isHermitian t (2 * Real.pi / 3)) (planarField_isHermitian t (4 * Real.pi / 3))
  rw [trace_exp_sum, trace_exp_product, ht, h3] at h
  norm_num at h

end

end ThreeMatrixGoldenThompson
```

```lean
#print axioms ThreeMatrixGoldenThompson.three_matrix_counterexample
-- 'ThreeMatrixGoldenThompson.three_matrix_counterexample' depends on axioms: [propext, Classical.choice, Quot.sound]
#print axioms ThreeMatrixGoldenThompson.no_three_matrix_bound
-- 'ThreeMatrixGoldenThompson.no_three_matrix_bound' depends on axioms: [propext, Classical.choice, Quot.sound]
```
